# For J > 0, the FLL energy of a shell at fixed charge is least exactly at the maximal spin moment

The fully-localised-limit (FLL) expression is the energy that one common form of DFT+U assigns to a correlated shell from its spin-up occupation a and its spin-down occupation b, and subtracts as double counting. Asking which spin state it prefers at fixed charge N = a + b goes wrong in two natural ways. Setting the derivative with respect to the moment M = a − b to zero returns M = 0, which for a positive exchange constant is the highest energy at that charge. Pushing instead to complete polarisation, |M| = N, asks a shell of five orbitals per spin holding seven electrons to put all seven into one spin channel. For a positive exchange constant and d orbitals per spin, the minimum lies where an empty or a full spin channel stops the moment, at |M| = min(N, 2d − N).

In Lean 4 with Mathlib:

```lean
import Mathlib

open Set

namespace FLLHundRule

noncomputable section
```

## The energy and the allowed fillings

For integer occupations the energy counts pairs. There are N(N − 1)/2 pairs of electrons, each costing U, and a(a − 1)/2 + b(b − 1)/2 pairs of equal spin, each gaining J:

E(a, b) = (U/2)(a + b)(a + b − 1) − (J/2)[a(a − 1) + b(b − 1)]

U stands for the orbital-averaged Coulomb repulsion in the shell and J for the orbital-averaged exchange; both are postulated real constants, not computed from orbitals. The function `fll` takes the same polynomial for all real a and b, so fractional charge is included. The spin axis is common to all electrons, and M is a difference of electron numbers, twice the spin projection in units of ħ.

```lean
/-- Fully-localised-limit energy for spin-up occupation `a` and spin-down occupation `b`. -/
def fll (U J a b : ℝ) : ℝ :=
  U / 2 * (a + b) * (a + b - 1) - J / 2 * (a * (a - 1) + b * (b - 1))
```

Each orbital holds at most one electron of a given spin, so 0 ≤ a ≤ d and 0 ≤ b ≤ d. This Pauli bound is imposed in the definition of `sector d N`, the set of pairs `p` with `p.1` = a, `p.2` = b and a + b = N. Here d is any real number. Adding the bounds shows that a point of the sector can exist only if 0 ≤ N ≤ 2d.

```lean
/-- Spin occupations `(a, b)` with each channel between `0` and `d` and total charge `N`. -/
def sector (d N : ℝ) : Set (ℝ × ℝ) :=
  {p | 0 ≤ p.1 ∧ p.1 ≤ d ∧ 0 ≤ p.2 ∧ p.2 ≤ d ∧ p.1 + p.2 = N}
```

The shell holds N electrons and 2d − N holes. The smaller of the two numbers is the candidate for the largest moment:

M_max = min(N, 2d − N)

```lean
/-- The smaller of the electron count `N` and the hole count `2d - N`. -/
def maxMoment (d N : ℝ) : ℝ := min N (2 * d - N)
```

The filling that is to reach it puts as much charge as possible into the spin-up channel and the remainder into spin-down, (a, b) = (min(N, d), N − min(N, d)). For d = 5 and N = 7 this is (5, 2), with M_max = 3.

```lean
/-- The filling that puts up to `d` electrons in the spin-up channel and the rest in spin-down. -/
def hundState (d N : ℝ) : ℝ × ℝ := (min N d, N - min N d)
```

A finer description keeps one occupation per orbital and spin. Now d is a natural number, the orbitals are indexed by i = 0, …, d − 1 through `Fin d`, and a configuration `n` consists of the spin-up occupations u_i (`n.1 i`) and the spin-down occupations v_i (`n.2 i`), each in the closed interval [0, 1], with Σ u_i + Σ v_i = N. These are plain lists of numbers; occupation matrices and their off-diagonal elements are not represented.

```lean
/-- Orbital occupations in `[0, 1]` of `d` orbitals for each spin, with total charge `N`. -/
def orbitalSector (d : ℕ) (N : ℝ) : Set ((Fin d → ℝ) × (Fin d → ℝ)) :=
  {n | (∀ i, n.1 i ∈ Icc (0 : ℝ) 1) ∧ (∀ i, n.2 i ∈ Icc (0 : ℝ) 1) ∧
    ∑ i, n.1 i + ∑ i, n.2 i = N}
```

## Separating charge from moment

With a = (N + M)/2 and b = (N − M)/2,

a² + b² = (N² + M²)/2

a(a − 1) + b(b − 1) = N²/2 + M²/2 − N = N(N/2 − 1) + M²/2

and multiplying the last line by −J/2 gives

E = (U/2) N(N − 1) − (J/2) N(N/2 − 1) − J M²/4

```lean
/-- In terms of the charge `N = a + b` and the moment `M = a - b`, the FLL energy is
`(U/2) N (N - 1) - (J/2) N (N/2 - 1) - J M² / 4`. -/
theorem fll_charge_moment (U J a b : ℝ) :
    fll U J a b = U / 2 * (a + b) * (a + b - 1) - J / 2 * (a + b) * ((a + b) / 2 - 1)
      - J * (a - b) ^ 2 / 4 := by
  unfold fll
  ring
```

The identity holds for all real U, J, a, b, with N and M spelled out as `a + b` and `a - b`; `ring` expands both sides. At fixed N only the last term varies, and for J > 0 it is a downward parabola in M with its top at M = 0.

For two fillings (a, b) and (a′, b′) of equal charge, with moments M and M′, the first two terms cancel in the difference:

E(a, b) − E(a′, b′) = (J/4)(M′² − M²)

For J > 0 this is at most zero exactly when M′² ≤ M², that is when |M′| ≤ |M|.

```lean
/-- For `J > 0` and equal charge, one filling has the lower or equal FLL energy exactly when it has
the equal or larger absolute moment. -/
theorem fll_le_iff {U J a b a' b' : ℝ} (hJ : 0 < J) (h : a + b = a' + b') :
    fll U J a b ≤ fll U J a' b' ↔ |a' - b'| ≤ |a - b| := by
  rw [fll_charge_moment U J a b, fll_charge_moment U J a' b', h, ← sq_le_sq]
  constructor
  · intro hle
    exact le_of_mul_le_mul_left (by linarith) hJ
  · intro hle
    have := mul_le_mul_of_nonneg_left hle hJ.le
    linarith
```

The `rw` line inserts the identity twice, uses `h` to make the charge terms equal, and turns the comparison of absolute values into one of squares by `sq_le_sq`. The forward direction divides by J through `le_of_mul_le_mul_left`, and the backward direction multiplies by J. No bound on the occupations is used.

## The largest moment at given charge

The four bounds on the channels translate one by one:

N + M = 2a ≥ 0,  N − M = 2b ≥ 0

(2d − N) − M = 2(d − a) ≥ 0,  (2d − N) + M = 2(d − b) ≥ 0

The first line gives |M| ≤ N and the second |M| ≤ 2d − N, hence |M| ≤ M_max.

```lean
/-- In the sector of charge `N` the absolute moment is at most `min (N, 2d - N)`. -/
theorem abs_moment_le {d N : ℝ} {p : ℝ × ℝ} (hp : p ∈ sector d N) :
    |p.1 - p.2| ≤ maxMoment d N := by
  simp only [sector, Set.mem_ofPred_eq] at hp
  obtain ⟨h1, h2, h3, h4, h5⟩ := hp
  exact le_min (abs_le.2 ⟨by linarith, by linarith⟩) (abs_le.2 ⟨by linarith, by linarith⟩)
```

`le_min` splits the goal into the electron bound and the hole bound, `abs_le` splits each into two signs, and the four `linarith` calls are the four relations above.

The bound is reached. For N ≤ d the spin-up-first filling is (N, 0), its moment is N, and N ≤ 2d − N makes this M_max. For N ≥ d it is (d, N − d), with 0 ≤ N − d ≤ d because N ≤ 2d, its moment is 2d − N, and this is again the smaller number.

```lean
/-- For `0 ≤ N ≤ 2d` the spin-up-first filling lies in the sector and has moment
`min (N, 2d - N)`. -/
theorem hundState_spec {d N : ℝ} (h0 : 0 ≤ N) (h2 : N ≤ 2 * d) :
    hundState d N ∈ sector d N ∧ (hundState d N).1 - (hundState d N).2 = maxMoment d N := by
  simp only [sector, hundState, maxMoment, Set.mem_ofPred_eq]
  rcases le_total N d with h | h
  · rw [min_eq_left h, min_eq_left (by linarith : N ≤ 2 * d - N)]
    refine ⟨⟨?_, ?_, ?_, ?_, ?_⟩, ?_⟩ <;> linarith
  · rw [min_eq_right h, min_eq_right (by linarith : 2 * d - N ≤ N)]
    refine ⟨⟨?_, ?_, ?_, ?_, ?_⟩, ?_⟩ <;> linarith
```

`le_total N d` opens the two cases, the rewrites evaluate both minima, and the five membership conditions and the value of the moment are then linear.

## Minimisers for positive exchange

Take J > 0 and a filling (a, b) in the sector. If it minimises E, its energy is at most that of the spin-up-first filling, so |M| ≥ M_max by the comparison at equal charge, and with the bound |M| = M_max. Conversely, if |M| = M_max, every competitor has |M′| ≤ M_max = |M| and therefore an energy at least as high.

```lean
/-- For `J > 0`, a filling in the sector minimises the FLL energy at fixed charge `N` exactly when
its absolute moment equals `min (N, 2d - N)`. -/
theorem hund_first_rule {U J d N : ℝ} (hJ : 0 < J) {p : ℝ × ℝ} (hp : p ∈ sector d N) :
    IsMinOn (fun q : ℝ × ℝ => fll U J q.1 q.2) (sector d N) p ↔ |p.1 - p.2| = maxMoment d N := by
  have hb := abs_moment_le hp
  obtain ⟨h1, h2, h3, h4, h5⟩ : 0 ≤ p.1 ∧ p.1 ≤ d ∧ 0 ≤ p.2 ∧ p.2 ≤ d ∧ p.1 + p.2 = N := hp
  rw [isMinOn_iff]
  constructor
  · -- compare with the spin-up-first filling, which saturates the bound
    intro h
    obtain ⟨hm, hM⟩ := hundState_spec (d := d) (N := N) (by linarith) (by linarith)
    have hN : (hundState d N).1 + (hundState d N).2 = N := hm.2.2.2.2
    have := (fll_le_iff hJ (h5.trans hN.symm)).1 (h _ hm)
    rw [hM] at this
    exact le_antisymm hb ((le_abs_self _).trans this)
  · -- no competitor has a larger moment
    intro h q hq
    have hN : q.1 + q.2 = N := hq.2.2.2.2
    exact (fll_le_iff hJ (h5.trans hN.symm)).2 (h ▸ abs_moment_le hq)
```

`IsMinOn f s p` says that f(p) ≤ f(q) for all q in s, and membership of p itself is the separate hypothesis `hp`. It also supplies 0 ≤ N ≤ 2d, the two `linarith` arguments handed to `hundState_spec`. U is arbitrary, of either sign. The two branches follow the two directions above, both through `fll_le_iff`.

Hund's first rule in atomic physics concerns the total spin of the lowest many-electron term. The theorem is its counterpart for a polynomial in two occupation numbers: |M|/2 plays the part of the spin, and no wavefunction, multiplet or spin–orbit coupling appears. In collinear DFT+U with one shell, averaged constants U and J and this choice of double counting, the FLL term is subtracted from the total energy, so its moment dependence enters there as +J M²/4; the theorem describes the FLL term alone and does not locate the minimum of the DFT+U energy.

Inserting M = M_max into the separated form gives the least energy, and this needs only J ≥ 0:

E_min = (U/2) N(N − 1) − (J/2) N(N/2 − 1) − J M_max²/4

For d = 5 and N = 7 this is 21U − 11J, the energy of (5, 2), while (4, 3) lies higher by J(9 − 1)/4 = 2J.

```lean
/-- For `J ≥ 0` and `0 ≤ N ≤ 2d` the least FLL energy at charge `N` is
`(U/2) N (N - 1) - (J/2) N (N/2 - 1) - J min (N, 2d - N)² / 4`. -/
theorem least_energy {U J d N : ℝ} (hJ : 0 ≤ J) (h0 : 0 ≤ N) (h2 : N ≤ 2 * d) :
    IsLeast ((fun q : ℝ × ℝ => fll U J q.1 q.2) '' sector d N)
      (U / 2 * N * (N - 1) - J / 2 * N * (N / 2 - 1) - J * maxMoment d N ^ 2 / 4) := by
  obtain ⟨hm, hM⟩ := hundState_spec h0 h2
  constructor
  · refine ⟨_, hm, ?_⟩
    have hN : (hundState d N).1 + (hundState d N).2 = N := hm.2.2.2.2
    show fll U J _ _ = _
    rw [fll_charge_moment, hN, hM]
  · rintro _ ⟨q, hq, rfl⟩
    have hN : q.1 + q.2 = N := hq.2.2.2.2
    have hs := pow_le_pow_left₀ (abs_nonneg _) (abs_moment_le hq) 2
    rw [sq_abs] at hs
    have := mul_le_mul_of_nonneg_left hs hJ
    show _ ≤ fll U J q.1 q.2
    rw [fll_charge_moment, hN]
    linarith
```

`IsLeast` applied to the image of the sector means that E_min is taken by some filling and that no filling lies below it. Since no point is given, 0 ≤ N ≤ 2d is now a hypothesis. The first half evaluates E at `hundState d N`; the second squares the bound on |M| and multiplies by J. At J = 0 the last term vanishes and all fillings of the sector share one energy, which is why the characterisation of minimisers asks for strict positivity while the value does not.

## Saturation means an empty or a full channel

Equality |M| = M_max turns one of the four relations into an equality. M = N gives b = 0, M = 2d − N gives a = d, −M = N gives a = 0, and −M = 2d − N gives b = d. In the other direction, a = 0 gives |M| ≥ −M = N ≥ M_max, the other three cases go the same way, and the bound closes the gap.

```lean
/-- The absolute moment reaches `min (N, 2d - N)` exactly when one spin channel is empty or
full. -/
theorem saturated_iff {d N : ℝ} {p : ℝ × ℝ} (hp : p ∈ sector d N) :
    |p.1 - p.2| = maxMoment d N ↔ p.1 = 0 ∨ p.2 = 0 ∨ p.1 = d ∨ p.2 = d := by
  have hb := abs_moment_le hp
  obtain ⟨h1, h2, h3, h4, h5⟩ : 0 ≤ p.1 ∧ p.1 ≤ d ∧ 0 ≤ p.2 ∧ p.2 ≤ d ∧ p.1 + p.2 = N := hp
  unfold maxMoment at *
  constructor
  · intro h
    rcases abs_cases (p.1 - p.2) with ⟨ha, _⟩ | ⟨ha, _⟩ <;>
      rcases min_cases N (2 * d - N) with ⟨hm, _⟩ | ⟨hm, _⟩
    · right; left; linarith
    · right; right; left; linarith
    · left; linarith
    · right; right; right; linarith
  · intro h
    refine le_antisymm hb ?_
    rcases h with h | h | h | h <;>
      linarith [min_le_left N (2 * d - N), min_le_right N (2 * d - N),
        le_abs_self (p.1 - p.2), neg_le_abs (p.1 - p.2)]
```

`abs_cases` and `min_cases` produce the four combinations in the order just listed. The statement involves neither U nor J.

## Negative exchange reverses the preference

For J < 0 the term −J M²/4 is non-negative and vanishes only at M = 0. The filling (N/2, N/2) belongs to the sector, since a point of the sector gives 0 ≤ N ≤ 2d. A minimiser has energy at most E(N/2, N/2), so

−J M² ≤ 0,  −J > 0  ⟹  M² ≤ 0  ⟹  a = b

Conversely a = b makes the moment term zero, and that of any competitor is at least zero.

```lean
/-- For `J < 0` a filling minimises the FLL energy at fixed charge exactly when both spin
channels are equally occupied. -/
theorem min_iff_unpolarised_of_neg {U J d N : ℝ} (hJ : J < 0) {p : ℝ × ℝ}
    (hp : p ∈ sector d N) :
    IsMinOn (fun q : ℝ × ℝ => fll U J q.1 q.2) (sector d N) p ↔ p.1 = p.2 := by
  obtain ⟨h1, h2, h3, h4, h5⟩ : 0 ≤ p.1 ∧ p.1 ≤ d ∧ 0 ≤ p.2 ∧ p.2 ≤ d ∧ p.1 + p.2 = N := hp
  rw [isMinOn_iff]
  constructor
  · -- compare with the filling `(N/2, N/2)`
    intro h
    have hm : ((N / 2, N / 2) : ℝ × ℝ) ∈ sector d N := by
      simp only [sector, Set.mem_ofPred_eq]
      refine ⟨?_, ?_, ?_, ?_, ?_⟩ <;> linarith
    have hle : fll U J p.1 p.2 ≤ fll U J (N / 2) (N / 2) := h _ hm
    rw [fll_charge_moment U J p.1, fll_charge_moment U J (N / 2), h5, add_halves,
      sub_self] at hle
    have h0 : -J * (p.1 - p.2) ^ 2 ≤ -J * 0 := by linarith
    have hsq := le_of_mul_le_mul_left h0 (neg_pos.2 hJ)
    exact sub_eq_zero.1 (pow_eq_zero_iff two_ne_zero |>.1 (le_antisymm hsq (sq_nonneg _)))
  · intro h q hq
    have hN : q.1 + q.2 = N := hq.2.2.2.2
    have := mul_nonneg (neg_pos.2 hJ).le (sq_nonneg (q.1 - q.2))
    show fll U J p.1 p.2 ≤ fll U J q.1 q.2
    rw [fll_charge_moment U J p.1, fll_charge_moment U J q.1, h5, hN, h, sub_self]
    linarith
```

`h0` is the first inequality, `hsq` cancels −J, and `pow_eq_zero_iff` extracts M = 0. For 0 < N < 2d one has M_max > 0, so the minimiser for J < 0 differs from those for J > 0; at N = 0 and N = 2d the sector is a single point and the two descriptions agree.

## Orbital by orbital

For occupations f_i in [0, 1] of one channel, the hole count is

Σ (1 − f_i) = d − Σ f_i

Both Σ f_i and Σ (1 − f_i) are sums of non-negative terms. Hence 0 ≤ Σ f_i ≤ d, the total is 0 exactly when every f_i = 0, and it is d exactly when every 1 − f_i = 0.

```lean
/-- The total occupation of a channel of `d` orbitals with occupations in `[0, 1]` lies in
`[0, d]`; it is `0` exactly when all orbitals are empty and `d` exactly when all are full. -/
theorem channel_total {d : ℕ} {f : Fin d → ℝ} (h : ∀ i, f i ∈ Icc (0 : ℝ) 1) :
    0 ≤ ∑ i, f i ∧ ∑ i, f i ≤ d ∧ (∑ i, f i = 0 ↔ ∀ i, f i = 0) ∧
      (∑ i, f i = d ↔ ∀ i, f i = 1) := by
  -- the hole count of the channel
  have hs : ∑ i, (1 - f i) = d - ∑ i, f i := by simp [Finset.sum_sub_distrib]
  have hh : 0 ≤ ∑ i, (1 - f i) := Finset.sum_nonneg fun i _ => sub_nonneg.2 (h i).2
  have e0 : ∑ i, f i = 0 ↔ ∀ i ∈ Finset.univ, f i = 0 :=
    Finset.sum_eq_zero_iff_of_nonneg fun i _ => (h i).1
  have e1 : ∑ i, (1 - f i) = 0 ↔ ∀ i ∈ Finset.univ, 1 - f i = 0 :=
    Finset.sum_eq_zero_iff_of_nonneg fun i _ => sub_nonneg.2 (h i).2
  refine ⟨Finset.sum_nonneg fun i _ => (h i).1, by linarith, by simpa using e0, ?_, ?_⟩
  · intro hd i
    have := e1.1 (by linarith) i (Finset.mem_univ i)
    linarith
  · intro hd
    simp [hd]
```

`hs` is the hole count, and `e0` and `e1` apply `Finset.sum_eq_zero_iff_of_nonneg` to electrons and to holes.

The energy of a configuration is E(Σ u_i, Σ v_i). Every configuration gives a point of the sector. Every point of the sector comes from a configuration, because a total x in [0, d] is realised by the uniform filling f_i = x/d. The two minimisation problems thus range over the same energies, and a configuration is a minimiser exactly when its totals are. For J > 0 that means one total equals 0 or d, so for one spin all orbitals are empty or all are full.

```lean
/-- For `J > 0`, orbital occupations minimise the FLL energy of the channel totals at fixed
charge exactly when, for one spin, all orbitals are empty or all orbitals are full. -/
theorem hund_first_rule_orbital {U J N : ℝ} {d : ℕ} (hJ : 0 < J)
    {n : (Fin d → ℝ) × (Fin d → ℝ)} (hn : n ∈ orbitalSector d N) :
    IsMinOn (fun m : (Fin d → ℝ) × (Fin d → ℝ) => fll U J (∑ i, m.1 i) (∑ i, m.2 i))
        (orbitalSector d N) n ↔
      (∀ i, n.1 i = 0) ∨ (∀ i, n.2 i = 0) ∨ (∀ i, n.1 i = 1) ∨ (∀ i, n.2 i = 1) := by
  have mem : ∀ m ∈ orbitalSector d N, ((∑ i, m.1 i, ∑ i, m.2 i) : ℝ × ℝ) ∈ sector d N :=
    fun m hm => ⟨(channel_total hm.1).1, (channel_total hm.1).2.1,
      (channel_total hm.2.1).1, (channel_total hm.2.1).2.1, hm.2.2⟩
  -- every total in `[0, d]` is realised by a uniform filling
  have real : ∀ x : ℝ, 0 ≤ x → x ≤ d →
      ∃ f : Fin d → ℝ, (∀ i, f i ∈ Icc (0 : ℝ) 1) ∧ ∑ i, f i = x := by
    intro x h0 h1
    rcases (Nat.cast_nonneg d : (0 : ℝ) ≤ d).eq_or_lt with hd | hd
    · have hx : x = 0 := le_antisymm (by linarith) h0
      exact ⟨fun _ => 0, by simp, by simp [hx]⟩
    · refine ⟨fun _ => x / d, fun _ => ⟨div_nonneg h0 hd.le, (div_le_one hd).2 h1⟩, ?_⟩
      rw [Finset.sum_const, Finset.card_univ, Fintype.card_fin, nsmul_eq_mul]
      field_simp
  obtain ⟨-, -, u0, u1⟩ := channel_total hn.1
  obtain ⟨-, -, v0, v1⟩ := channel_total hn.2.1
  rw [← u0, ← u1, ← v0, ← v1]
  refine Iff.trans ?_ ((hund_first_rule (U := U) hJ (mem n hn)).trans (saturated_iff (mem n hn)))
  rw [isMinOn_iff, isMinOn_iff]
  constructor
  · intro h q hq
    obtain ⟨f, hf, ef⟩ := real q.1 hq.1 hq.2.1
    obtain ⟨g, hg, eg⟩ := real q.2 hq.2.2.1 hq.2.2.2.1
    have hN : ∑ i, f i + ∑ i, g i = N := by
      rw [ef, eg]
      exact hq.2.2.2.2
    have hle : fll U J (∑ i, n.1 i) (∑ i, n.2 i) ≤ fll U J (∑ i, f i) (∑ i, g i) :=
      h (f, g) ⟨hf, hg, hN⟩
    rw [ef, eg] at hle
    exact hle
  · intro h m hm
    exact h _ (mem m hm)

end

end FLLHundRule
```

`mem` and `real` are the two directions of the correspondence; `real` treats d = 0 separately with x = 0, so the quotient x/d is used only for d > 0. The rewrite with `u0`, `u1`, `v0`, `v1` replaces the four orbital conditions by conditions on totals, `hund_first_rule` chained with `saturated_iff` identifies those with minimality on the sector, and the last two branches carry minimality between the two sets. At d = 0 the only configuration is the empty one with N = 0, and both sides hold. The other channel is constrained only through its total: for d = 5 and N = 7 with spin-up full, two spin-down orbitals filled and all five filled to 0.4 are equally minimal. The energy sees only channel totals, so when d ≥ 2 and the total of the other channel lies strictly between 0 and d, it selects neither integer occupations nor an orbital arrangement within that channel; at N = 0, d or 2d both channels of a minimiser are empty or full and all occupations are 0 or 1.

```lean
#print axioms FLLHundRule.fll_charge_moment
-- 'FLLHundRule.fll_charge_moment' depends on axioms: [propext, Classical.choice, Quot.sound]
#print axioms FLLHundRule.least_energy
-- 'FLLHundRule.least_energy' depends on axioms: [propext, Classical.choice, Quot.sound]
#print axioms FLLHundRule.min_iff_unpolarised_of_neg
-- 'FLLHundRule.min_iff_unpolarised_of_neg' depends on axioms: [propext, Classical.choice, Quot.sound]
#print axioms FLLHundRule.hund_first_rule_orbital
-- 'FLLHundRule.hund_first_rule_orbital' depends on axioms: [propext, Classical.choice, Quot.sound]
```
